# Up to symmetry, fcc has two superlattices of index 2 and three of index 3

Write fcc sites as integer triples n = (n₀, n₁, n₂) with Cartesian position

(n₁ + n₂, n₀ + n₂, n₀ + n₁)

in units of half the cube edge. A superlattice is a subgroup of finite index in the sites, and the index is the number of fcc primitive cells in one primitive cell of the superlattice. A label v in (Z/N)³ selects the sites with v·n = 0 mod N. Let H be generated by the coordinate permutations of v and the map

m(v) = (v₀, v₀ − v₂, v₀ − v₁).

I count two H-orbits of nonzero labels for N = 2 and three for N = 3. I believe these are the numbers of inequivalent superlattices of index 2 and 3, even when every lattice isometry fixing the origin is allowed. Can this be made rigorous and machine-checked?

## Labels for superlattices of prime index

Yes. If S has prime index p, the quotient by S is cyclic of order p, so S is the kernel of a homomorphism f from the sites to Z/p. Let eᵢ be the primitive basis vectors and set vᵢ = f(eᵢ). Then f(n) = v·n, and v ≠ 0 because S is not the whole lattice. Conversely, a nonzero vᵢ is invertible mod p, so n ↦ v·n is onto Z/p and its kernel has index p.

## H acts through isometries

The squared length is

|n|² = (n₀ + n₁ + n₂)² + n₀² + n₁² + n₂².

Permuting v and n together preserves both this and v·n. The map m is matched by

g(n) = (n₀ + n₁ + n₂, −n₂, −n₁),

which reverses the first Cartesian coordinate, and

m(v)·g(n) = v₀(n₀ + n₁ + n₂) − (v₀ − v₂)n₂ − (v₀ − v₁)n₁ = v·n.

Labels in one orbit therefore give equivalent superlattices.

## Nearest neighbours separate the classes

If |n|² = 2, every nᵢ is −1, 0 or 1, which leaves the twelve vectors ±eᵢ and ±(eᵢ − eⱼ). They lie in the superlattice exactly when vᵢ = 0 or vᵢ = vⱼ, respectively. It thus contains 2k nearest-neighbour vectors, where k counts the coinciding pairs among 0, v₀, v₁, v₂. Isometries preserve this number.

H also contains v ↦ −v, the product of three mirrors. Up to permutation and sign, the nonzero labels are

N = 2, k = 3: (1,0,0), (1,1,1)
N = 2, k = 2: (1,1,0)

N = 3, k = 3: (1,0,0), (1,1,1)
N = 3, k = 2: (1,1,0)
N = 3, k = 1: (1,−1,0), (1,1,−1)

Since m sends (1,0,0) to (1,1,1) and, mod 3, (1,−1,0) to (1,1,−1), each k is a single orbit. This gives the two counts.

## The counts in Lean

`Site` and `Label N` are the triples above, `labelGroup N` is H, and `distSq` is |n|². `Equivalent` asks for an additive, length-preserving bijection of the sites that carries one subgroup onto the other; improper operations are included. `orbit_count` counts orbits of labels, and `superlattice_count` counts equivalence classes of subgroups of index 2 and 3. The lattice is ideal and undecorated: atomic species and relaxation do not enter.

```lean
import Mathlib

open MulAction

namespace FccSuperlattices

/-- Labels of superlattices: triples of residues modulo `N`. -/
abbrev Label (N : ℕ) := Fin 3 → ZMod N

/-- Sites of the fcc lattice, in coordinates of the primitive basis. -/
abbrev Site := Fin 3 → ℤ

variable {N : ℕ}

/-- A permutation of the three coordinates of a label. -/
def permute (σ : Equiv.Perm (Fin 3)) : Equiv.Perm (Label N) :=
  σ.arrowCongr (Equiv.refl _)

/-- The map `(a, b, c) ↦ (a, a - c, a - b)` on labels. -/
def mirror : Equiv.Perm (Label N) where
  toFun v := ![v 0, v 0 - v 2, v 0 - v 1]
  invFun v := ![v 0, v 0 - v 2, v 0 - v 1]
  left_inv v := by funext i; fin_cases i <;> simp
  right_inv v := by funext i; fin_cases i <;> simp

/-- The group generated by the coordinate permutations and the mirror map. -/
def labelGroup (N : ℕ) : Subgroup (Equiv.Perm (Label N)) :=
  Subgroup.closure (Set.range permute ∪ {mirror})

/-- Squared length of a site vector, in units of half the cube edge: the Cartesian position
is `(n 1 + n 2, n 0 + n 2, n 0 + n 1)`. -/
def distSq (n : Site) : ℤ := (n 1 + n 2) ^ 2 + (n 0 + n 2) ^ 2 + (n 0 + n 1) ^ 2

/-- The pairing `v · n` modulo `N` of a label with a site. -/
def phase (v : Label N) : Site →+ ZMod N :=
  AddMonoidHom.mk' (fun n => ∑ i, v i * (n i : ZMod N))
    (by intro m n; simp [mul_add, Finset.sum_add_distrib])

/-- The superlattice of all sites whose pairing with the label vanishes. -/
def superlattice (v : Label N) : AddSubgroup Site := (phase v).ker

/-- Two superlattices are equivalent if a length-preserving automorphism of the fcc lattice
carries the first onto the second. -/
def Equivalent (S T : AddSubgroup Site) : Prop :=
  ∃ g : Site ≃+ Site, (∀ n, distSq (g n) = distSq n) ∧ ∀ n, g n ∈ T ↔ n ∈ S

/-- The number of nearest-neighbour vectors of the fcc lattice that lie in `S`. -/
noncomputable def contacts (S : AddSubgroup Site) : ℕ := {n | n ∈ S ∧ distSq n = 2}.ncard

/-- The number of coinciding pairs among the four residues `0, v 0, v 1, v 2`. -/
def coincidences (v : Label N) : ℕ :=
  (if v 0 = 0 then 1 else 0) + (if v 1 = 0 then 1 else 0) + (if v 2 = 0 then 1 else 0) +
  (if v 0 = v 1 then 1 else 0) + (if v 0 = v 2 then 1 else 0) + (if v 1 = v 2 then 1 else 0)

/-- The twelve nearest-neighbour vectors in primitive coordinates. -/
def shell : Finset Site :=
  {![1, 0, 0], ![-1, 0, 0], ![0, 1, 0], ![0, -1, 0], ![0, 0, 1], ![0, 0, -1],
   ![1, -1, 0], ![-1, 1, 0], ![1, 0, -1], ![-1, 0, 1], ![0, 1, -1], ![0, -1, 1]}

/-- A reference label for each coincidence number. -/
def reference (N k : ℕ) : Label N :=
  if k = 3 then ![1, 0, 0] else if k = 2 then ![1, 1, 0] else ![1, -1, 0]

/-- The map `(a, b, c) ↦ (a + b + c, -c, -b)` on sites, as an additive bijection. -/
def siteMirror : Site ≃+ Site where
  toFun n := ![n 0 + n 1 + n 2, -n 2, -n 1]
  invFun n := ![n 0 + n 1 + n 2, -n 2, -n 1]
  left_inv n := by funext i; fin_cases i <;> simp
  right_inv n := by funext i; fin_cases i <;> simp
  map_add' m n := by funext i; fin_cases i <;> simp <;> ring

/-- For prime `p`, the superlattices of index `p` are those given by nonzero labels. -/
theorem index_eq_prime_iff {p : ℕ} [hp : Fact p.Prime] (S : AddSubgroup Site) :
    S.index = p ↔ ∃ v : Label p, v ≠ 0 ∧ superlattice v = S := by
  constructor
  · intro h
    have hc : Nat.card (Site ⧸ S) = p := h
    have hcyc : IsAddCyclic (Site ⧸ S) := isAddCyclic_of_prime_card hc
    have hz : ∀ q : ℕ, Nat.card (Site ⧸ S) = q → Nonempty (ZMod q ≃+ Site ⧸ S) := by
      rintro _ rfl
      exact ⟨zmodAddCyclicAddEquiv hcyc⟩
    obtain ⟨e⟩ : Nonempty (ZMod p ≃+ Site ⧸ S) := hz p hc
    -- the quotient map, read as a homomorphism to the residues
    obtain ⟨f, hf⟩ : ∃ f : Site →+ ZMod p, ∀ n, f n = 0 ↔ n ∈ S :=
      ⟨e.symm.toAddMonoidHom.comp (QuotientAddGroup.mk' S), fun n => by simp⟩
    have hv : ∀ n, phase (fun i => f (Pi.single i 1)) n = f n := by
      intro n
      have hn : n = ∑ i, n i • (Pi.single i 1 : Site) := by
        funext j; fin_cases j <;> simp [Fin.sum_univ_three]
      conv_rhs => rw [hn, map_sum]
      change ∑ i, f (Pi.single i 1) * (n i : ZMod p) = _
      refine Finset.sum_congr rfl fun i _ => ?_
      exact (mul_comm _ _).trans ((zsmul_eq_mul _ _).symm.trans (map_zsmul f (n i) _).symm)
    refine ⟨fun i => f (Pi.single i 1), fun h0 => ?_, ?_⟩
    · have ht : S = ⊤ := eq_top_iff.2 fun n _ => (hf n).1 (by
        rw [← hv n, h0]; simp [phase])
      rw [ht, AddSubgroup.index_top] at h
      exact hp.out.one_lt.ne h
    · ext n
      rw [superlattice, AddMonoidHom.mem_ker, hv, hf]
  · rintro ⟨v, hv, rfl⟩
    obtain ⟨i, hi⟩ := Function.ne_iff.mp hv
    have hi' : v i ≠ 0 := hi
    have hs : Function.Surjective (phase v) := by
      intro x
      obtain ⟨k, hk⟩ := ZMod.intCast_surjective ((v i)⁻¹ * x)
      refine ⟨Pi.single i k, ?_⟩
      change ∑ j, v j * ((Pi.single i k : Site) j : ZMod p) = x
      rw [Finset.sum_eq_single i (fun j _ hj => by simp [hj]) (by simp),
        Pi.single_eq_same, hk, mul_inv_cancel_left₀ hi']
    rw [superlattice, AddSubgroup.index_ker, AddMonoidHom.range_eq_top.2 hs,
      AddSubgroup.card_top, Nat.card_zmod]

/-- Labels in one orbit give equivalent superlattices. -/
theorem equivalent_of_mem_orbit {v w : Label N} (h : w ∈ orbit (labelGroup N) v) :
    Equivalent (superlattice v) (superlattice w) := by
  have lift : ∀ x ∈ labelGroup N, ∃ g : Site ≃+ Site, (∀ n, distSq (g n) = distSq n) ∧
      ∀ v n, phase (x v) (g n) = phase v n := by
    intro x hx
    unfold labelGroup at hx
    induction hx using Subgroup.closure_induction with
    | mem x hx =>
      rcases hx with ⟨σ, rfl⟩ | rfl
      · refine ⟨{ σ.arrowCongr (Equiv.refl ℤ) with map_add' := fun _ _ => rfl },
          fun n => ?_, fun v n => Equiv.sum_comp σ.symm fun i => v i * (n i : ZMod N)⟩
        have hd : ∀ m : Site, distSq m = (∑ i, m i) ^ 2 + ∑ i, m i ^ 2 := by
          intro m; simp only [distSq, Fin.sum_univ_three]; ring
        rw [hd, hd]
        exact congrArg₂ (fun a b : ℤ => a ^ 2 + b) (Equiv.sum_comp σ.symm n)
          (Equiv.sum_comp σ.symm fun i => n i ^ 2)
      · refine ⟨siteMirror, fun n => ?_, fun v n => ?_⟩
        · simp [distSq, siteMirror]; ring
        · simp [phase, mirror, siteMirror, Fin.sum_univ_three]; ring
    | one => exact ⟨AddEquiv.refl _, fun _ => rfl, fun _ _ => rfl⟩
    | mul x y _ _ hx hy =>
      obtain ⟨g, hg, eg⟩ := hx
      obtain ⟨k, hk, ek⟩ := hy
      exact ⟨k.trans g, fun n => (hg _).trans (hk n), fun v n => (eg (y v) _).trans (ek v n)⟩
    | inv x _ hx =>
      obtain ⟨g, hg, eg⟩ := hx
      exact ⟨g.symm, fun n => by simpa using (hg (g.symm n)).symm,
        fun v n => by simpa using (eg (x⁻¹ v) (g.symm n)).symm⟩
  obtain ⟨⟨x, hx⟩, rfl⟩ := h
  obtain ⟨g, hg, eg⟩ := lift x hx
  refine ⟨g, hg, fun n => ?_⟩
  change phase (x v) (g n) = 0 ↔ phase v n = 0
  rw [eg]

/-- Equivalent superlattices contain equally many nearest-neighbour vectors. -/
theorem Equivalent.contacts_eq {S T : AddSubgroup Site} (h : Equivalent S T) :
    contacts S = contacts T := by
  obtain ⟨g, hg, hST⟩ := h
  have him : {n | n ∈ T ∧ distSq n = 2} = g '' {n | n ∈ S ∧ distSq n = 2} := by
    ext n
    constructor
    · rintro ⟨h1, h2⟩
      exact ⟨g.symm n, ⟨(hST _).1 (by simpa using h1), by rw [← hg]; simpa using h2⟩, by simp⟩
    · rintro ⟨m, ⟨h1, h2⟩, rfl⟩
      exact ⟨(hST m).2 h1, (hg m).trans h2⟩
  rw [contacts, contacts, him, Set.ncard_image_of_injective _ g.injective]

/-- The superlattice with label `v` contains twice as many nearest-neighbour vectors as there
are coinciding pairs among `0, v 0, v 1, v 2`. -/
theorem contacts_superlattice (v : Label N) :
    contacts (superlattice v) = 2 * coincidences v := by
  have hshell : ∀ n : Site, n ∈ shell ↔ distSq n = 2 := by
    have h1 : ∀ n ∈ shell, distSq n = 2 := by decide +kernel
    have h2 : ∀ a ∈ Finset.Icc (-1 : ℤ) 1, ∀ b ∈ Finset.Icc (-1 : ℤ) 1,
        ∀ c ∈ Finset.Icc (-1 : ℤ) 1, distSq ![a, b, c] = 2 → ![a, b, c] ∈ shell := by
      decide +kernel
    refine fun n => ⟨h1 n, fun h => ?_⟩
    have e : n = ![n 0, n 1, n 2] := by funext i; fin_cases i <;> rfl
    have hq : (n 0 + n 1 + n 2) ^ 2 + n 0 ^ 2 + n 1 ^ 2 + n 2 ^ 2 = 2 := by
      rw [← h, distSq]; ring
    have hb : ∀ a : ℤ, a ^ 2 ≤ 2 → a ∈ Finset.Icc (-1 : ℤ) 1 := fun a ha =>
      Finset.mem_Icc.2 ⟨by nlinarith, by nlinarith⟩
    have s := sq_nonneg (n 0 + n 1 + n 2)
    have s0 := sq_nonneg (n 0)
    have s1 := sq_nonneg (n 1)
    have s2 := sq_nonneg (n 2)
    rw [e]
    exact h2 _ (hb _ (by linarith)) _ (hb _ (by linarith)) _ (hb _ (by linarith)) h
  have hset : {n | n ∈ superlattice v ∧ distSq n = 2} =
      ↑(shell.filter fun n => phase v n = 0) := by
    ext n
    simp [hshell, superlattice, AddMonoidHom.mem_ker, and_comm]
  rw [contacts, hset, Set.ncard_coe_finset, Finset.card_filter, shell]
  simp (disch := decide) only [Finset.sum_insert, Finset.sum_singleton]
  simp only [phase, AddMonoidHom.mk'_apply, Fin.sum_univ_three, coincidences]
  simp [add_neg_eq_zero, neg_add_eq_zero]
  ring

/-- Modulo 2 and 3, every nonzero label lies in the orbit of the reference label with its
coincidence number. -/
theorem mem_orbit_reference (hN : N = 2 ∨ N = 3) (v : Label N) (hv : v ≠ 0) :
    v ∈ orbit (labelGroup N) (reference N (coincidences v)) := by
  have step : ∀ x ∈ labelGroup N, ∀ r u : Label N, u ∈ orbit (labelGroup N) r →
      x u ∈ orbit (labelGroup N) r := by
    rintro x hx r _ ⟨y, rfl⟩
    exact ⟨⟨x, hx⟩ * y, rfl⟩
  have hp : ∀ σ, permute σ ∈ labelGroup N := fun σ => Subgroup.subset_closure (Or.inl ⟨σ, rfl⟩)
  have hm : mirror ∈ labelGroup N := Subgroup.subset_closure (Or.inr rfl)
  -- inversion is the product of the three mirrors
  have hneg : ∀ r u : Label N, u ∈ orbit (labelGroup N) r → -u ∈ orbit (labelGroup N) r := by
    intro r u hu
    have e1 : ∀ w : Label N, permute (Equiv.swap 0 1) w = ![w 1, w 0, w 2] := by
      intro w; funext i; fin_cases i <;> rfl
    have e2 : ∀ w : Label N, permute (Equiv.swap 0 2) w = ![w 2, w 1, w 0] := by
      intro w; funext i; fin_cases i <;> rfl
    have e : -u = mirror (permute (Equiv.swap 0 1) (mirror (permute (Equiv.swap 0 1)
        (permute (Equiv.swap 0 2) (mirror (permute (Equiv.swap 0 2) u)))))) := by
      rw [e2 u, e2, e1, e1]
      funext i; fin_cases i <;> simp [mirror] <;> ring
    rw [e]
    exact step _ hm _ _ (step _ (hp _) _ _ (step _ hm _ _ (step _ (hp _) _ _
      (step _ (hp _) _ _ (step _ hm _ _ (step _ (hp _) _ _ hu))))))
  have key : ∃ σ, v = permute σ (reference N (coincidences v)) ∨
      v = -permute σ (reference N (coincidences v)) ∨
      v = permute σ (mirror (reference N (coincidences v))) ∨
      v = -permute σ (mirror (reference N (coincidences v))) := by
    rcases hN with rfl | rfl <;> revert v <;> decide +kernel
  generalize reference N (coincidences v) = r at key ⊢
  have hr : r ∈ orbit (labelGroup N) r := mem_orbit_self r
  obtain ⟨σ, h | h | h | h⟩ := key <;> rw [h]
  · exact step _ (hp σ) _ _ hr
  · exact hneg _ _ (step _ (hp σ) _ _ hr)
  · exact step _ (hp σ) _ _ (step _ hm _ _ hr)
  · exact hneg _ _ (step _ (hp σ) _ _ (step _ hm _ _ hr))

/-- For nonzero labels modulo 2 or 3, lying in one orbit, giving equivalent superlattices, and
giving equally many nearest-neighbour vectors are the same condition. -/
theorem classification (hN : N = 2 ∨ N = 3) {v w : Label N} (hv : v ≠ 0) (hw : w ≠ 0) :
    (orbit (labelGroup N) v = orbit (labelGroup N) w ↔
      contacts (superlattice v) = contacts (superlattice w)) ∧
    (Equivalent (superlattice v) (superlattice w) ↔
      contacts (superlattice v) = contacts (superlattice w)) := by
  have back : contacts (superlattice v) = contacts (superlattice w) →
      orbit (labelGroup N) v = orbit (labelGroup N) w := by
    intro h
    rw [contacts_superlattice, contacts_superlattice] at h
    have hc : coincidences v = coincidences w := by omega
    have h1 := orbit_eq_iff.2 (mem_orbit_reference hN v hv)
    rw [hc] at h1
    exact h1.trans (orbit_eq_iff.2 (mem_orbit_reference hN w hw)).symm
  exact ⟨⟨fun h => (equivalent_of_mem_orbit (orbit_eq_iff.1 h)).contacts_eq.symm, back⟩,
    ⟨fun h => h.contacts_eq, fun h => equivalent_of_mem_orbit (orbit_eq_iff.1 (back h).symm)⟩⟩

/-- If a map `f` and a natural-number-valued map `c` identify the same pairs of points of `D`, their
images of `D` have equal `ncard`. -/
theorem ncard_image_eq {α β : Type*} (D : Set α) (f : α → β) (c : α → ℕ)
    (h : ∀ x ∈ D, ∀ y ∈ D, f x = f y ↔ c x = c y) : (f '' D).ncard = (c '' D).ncard := by
  have hex : ∀ b ∈ f '' D, ∃ x, x ∈ D ∧ f x = b := fun b hb => hb
  choose g hg using hex
  refine Set.ncard_congr (fun b hb => c (g b hb)) (fun b hb => ⟨_, (hg b hb).1, rfl⟩) ?_ ?_
  · intro a b ha hb hab
    exact (hg a ha).2.symm.trans
      (((h _ (hg a ha).1 _ (hg b hb).1).2 hab).trans (hg b hb).2)
  · rintro _ ⟨x, hx, rfl⟩
    have hb : f x ∈ f '' D := ⟨x, hx, rfl⟩
    exact ⟨f x, hb, (h _ (hg _ hb).1 _ hx).1 (hg _ hb).2⟩

/-- The nonzero labels form 2 orbits modulo 2 and 3 orbits modulo 3. -/
theorem orbit_count :
    (orbit (labelGroup 2) '' {v : Label 2 | v ≠ 0}).ncard = 2 ∧
    (orbit (labelGroup 3) '' {v : Label 3 | v ≠ 0}).ncard = 3 := by
  have hc : ∀ {N : ℕ}, N = 2 ∨ N = 3 → ∀ v ∈ {v : Label N | v ≠ 0}, ∀ w ∈ {v : Label N | v ≠ 0},
      orbit (labelGroup N) v = orbit (labelGroup N) w ↔ coincidences v = coincidences w := by
    intro N hN v hv w hw
    rw [(classification hN hv hw).1, contacts_superlattice, contacts_superlattice]
    omega
  constructor
  · have him : coincidences '' {v : Label 2 | v ≠ 0} = ↑({2, 3} : Finset ℕ) := by
      ext k
      constructor
      · rintro ⟨v, hv, rfl⟩
        have : ∀ v : Label 2, v ≠ 0 → coincidences v ∈ ({2, 3} : Finset ℕ) := by decide +kernel
        exact this v hv
      · intro hk
        have : ∀ k ∈ ({2, 3} : Finset ℕ), ∃ v : Label 2, v ≠ 0 ∧ coincidences v = k := by
          decide +kernel
        exact this k hk
    rw [ncard_image_eq _ _ _ (hc (Or.inl rfl)), him, Set.ncard_coe_finset]
    rfl
  · have him : coincidences '' {v : Label 3 | v ≠ 0} = ↑({1, 2, 3} : Finset ℕ) := by
      ext k
      constructor
      · rintro ⟨v, hv, rfl⟩
        have : ∀ v : Label 3, v ≠ 0 → coincidences v ∈ ({1, 2, 3} : Finset ℕ) := by
          decide +kernel
        exact this v hv
      · intro hk
        have : ∀ k ∈ ({1, 2, 3} : Finset ℕ), ∃ v : Label 3, v ≠ 0 ∧ coincidences v = k := by
          decide +kernel
        exact this k hk
    rw [ncard_image_eq _ _ _ (hc (Or.inr rfl)), him, Set.ncard_coe_finset]
    rfl

/-- Up to isometries of the fcc lattice there are exactly 2 superlattices of index 2 and
exactly 3 of index 3. -/
theorem superlattice_count :
    ((fun S => {T | Equivalent S T}) '' {S : AddSubgroup Site | S.index = 2}).ncard = 2 ∧
    ((fun S => {T | Equivalent S T}) '' {S : AddSubgroup Site | S.index = 3}).ncard = 3 := by
  have symm : ∀ {S T}, Equivalent S T → Equivalent T S := by
    rintro S T ⟨g, hg, h⟩
    exact ⟨g.symm, fun n => by simpa using (hg (g.symm n)).symm,
      fun n => by simpa using (h (g.symm n)).symm⟩
  have trans : ∀ {S T U}, Equivalent S T → Equivalent T U → Equivalent S U := by
    rintro S T U ⟨g, hg, h⟩ ⟨k, hk, h'⟩
    exact ⟨g.trans k, fun n => (hk _).trans (hg n), fun n => (h' _).trans (h n)⟩
  have hcls : ∀ S T, {U | Equivalent S U} = {U | Equivalent T U} ↔ Equivalent S T := by
    refine fun S T => ⟨fun h => ?_, fun h => Set.ext fun U => ⟨trans (symm h), trans h⟩⟩
    have hT : T ∈ {U | Equivalent T U} := ⟨AddEquiv.refl _, fun _ => rfl, fun _ => Iff.rfl⟩
    rw [← h] at hT
    exact hT
  -- classes of superlattices and orbits of labels are both counted by the contact number
  have main : ∀ p : ℕ, p.Prime → (p = 2 ∨ p = 3) →
      ((fun S => {T | Equivalent S T}) '' {S : AddSubgroup Site | S.index = p}).ncard =
        (orbit (labelGroup p) '' {v : Label p | v ≠ 0}).ncard := by
    intro p hp hN
    have : Fact p.Prime := ⟨hp⟩
    have hS : {S : AddSubgroup Site | S.index = p} = superlattice '' {v : Label p | v ≠ 0} :=
      Set.ext fun S => index_eq_prime_iff S
    rw [hS, Set.image_image,
      ncard_image_eq {v : Label p | v ≠ 0} (fun v => {T | Equivalent (superlattice v) T})
        (fun v => contacts (superlattice v)) (fun v hv w hw =>
          (hcls (superlattice v) (superlattice w)).trans (classification hN hv hw).2),
      ncard_image_eq {v : Label p | v ≠ 0} (orbit (labelGroup p))
        (fun v => contacts (superlattice v))
        (fun v hv w hw => (classification hN hv hw).1)]
  exact ⟨(main 2 Nat.prime_two (Or.inl rfl)).trans orbit_count.1,
    (main 3 Nat.prime_three (Or.inr rfl)).trans orbit_count.2⟩

end FccSuperlattices
```

```lean
#print axioms FccSuperlattices.superlattice_count
-- 'FccSuperlattices.superlattice_count' depends on axioms: [propext, Classical.choice, Quot.sound]
```

`index_eq_prime_iff` is the labelling argument. `equivalent_of_mem_orbit` lifts the generators to isometries and extends this to H by induction over the generated group. `contacts_superlattice` proves the 2k formula, and `Equivalent.contacts_eq` its invariance. In `mem_orbit_reference`, `decide +kernel` checks the table of labels. `classification` joins the last four results, and `ncard_image_eq` turns matching classifications into equal counts. `superlattice_count` then uses `index_eq_prime_iff` to pass from labels to subgroups.

## Supercell enumeration, and what changes at N = 5

A code that enumerates alloy supercells on an ideal fcc lattice can list integer cell matrices, one per subgroup, and keep one per symmetry class. Here 7 subgroups of index 2 reduce to 2, and 13 of index 3 reduce to 3.

The restriction to N = 2 or 3 matters for `classification`. Mod 5, (1,0,0) and (2,0,0) define the same superlattice, but the H-orbit of (1,0,0) consists only of the permutations of ±(1,0,0) and of ±(1,1,1), so the labels lie in different orbits.
